# A real space of matrices whose nonzero elements are all positive or negative definite has dimension at most one

## Two diagonal matrices

Take $A=\mathrm{diag}(2,1)$ and $B=\mathrm{diag}(1,1)$. Both are positive definite, and neither is a multiple of the other. The combination

$$B-\tfrac12 A=\mathrm{diag}(0,\tfrac12)$$

is nonzero but has a kernel vector, so it is neither positive nor negative definite. The plane spanned by $A$ and $B$ therefore contains a nonzero element that is not definite. The same happens for any two independent definite matrices: some real $t$ makes $B-tA$ singular without making it zero.

## Ground states written as matrices

Consider a Hubbard cluster with real hopping, the same for both spins, and equal numbers of up and down electrons. Let $|\alpha\rangle$ run over a real orthonormal basis of the states of one spin species, and write a state as $\sum_{\alpha\beta}W_{\alpha\beta}|\alpha\rangle_\uparrow|\beta\rangle_\downarrow$. With attraction $U_x$ on site $x$, the Schrödinger equation becomes Lieb's equation

$$KW+WK-\sum_x U_xL_xWL_x=EW .$$

Here $K$ is the hopping Hamiltonian of one species and $L_x$ its number operator on site $x$, both real symmetric in this basis.

Lieb's spin-reflection argument shows, for suitable attractive models, that every nonzero Hermitian ground-state matrix $W$ is definite. The last step deduces that the ground state is unique. Only this last step is treated here: definiteness is a hypothesis, standing for what attraction and connected hopping supply in Lieb's theorem. In exact diagonalisation of a finite cluster that satisfies it, the ground level of the sector with these electron numbers is nondegenerate.

## From definiteness to one dimension

From here on, $x$ denotes a vector except as a site label on $L_x$ and $U_x$ and in the name of the Pauli matrix $\sigma_x$. Let $S$ be a real linear space of complex $n\times n$ matrices whose nonzero elements are all definite, meaning Hermitian and either positive or negative definite. If $S$ contains only zero, its dimension is zero. Otherwise $n\ge1$; choose a nonzero $A\in S$ and let $B\in S$ be arbitrary.

**The matrix $A$ is invertible.** For $x\ne0$ we have $x^\dagger Ax\ne0$, so $Ax=0$ is impossible.

**A generalised eigenvector exists.** Over the complex numbers, $A^{-1}B$ has an eigenvector $x\neq0$ with eigenvalue $\mu$. Multiplying $A^{-1}Bx=\mu x$ by $A$ gives $Bx=\mu Ax$.

**The eigenvalue is real.** For Hermitian $M$, $(x^\dagger Mx)^*=x^\dagger M^\dagger x=x^\dagger Mx$. Hence both expectation values in

$$x^\dagger Bx=\mu\,x^\dagger Ax$$

are real. Since $x^\dagger Ax\ne0$, their quotient $\mu$ is a real number $t$.

**The difference vanishes.** The matrix $B-tA$ lies in $S$ and annihilates $x$, so $x^\dagger(B-tA)x=0$ and it is not definite. It must be zero, and $B=tA$. Every element of $S$ is a real multiple of $A$.

For $n=1$ the Hermitian matrices are the real numbers, and the bound is attained.

## Complex solutions of Lieb's equation

A solution $W$ need not be Hermitian. Let $V$ be a complex linear space closed under the adjoint, whose nonzero Hermitian elements are definite. The argument above gives one $A\in V$ of which all Hermitian elements are real multiples; if there are no nonzero ones, take $A=0$. For $W\in V$, both

$$W+W^\dagger=sA,\qquad i(W-W^\dagger)=tA$$

are Hermitian, with $s,t$ real. Multiplying the second equation by $-i$ and adding the first gives $2W=(s-it)A$. Thus $V$ has complex dimension at most one.

For Hermitian $K$ and $L_x$ and real $U_x$ and $E$, the adjoint of Lieb's equation is the same equation for $W^\dagger$, so its solution space is closed under the adjoint.

## Invertibility is too weak

Replace "definite" by "Hermitian and invertible", and the bound fails. For real $a,b,c$, not all zero,

$$\det(a\sigma_x+b\sigma_y+c\sigma_z)=-(a^2+b^2+c^2)\neq0 .$$

The Pauli matrices thus span a three-dimensional real space in which every nonzero element is invertible. With $A=\sigma_z$ and $B=\sigma_x$, the matrix $A^{-1}B=i\sigma_y$ has eigenvalues $\pm i$. The reality step breaks down because $x^\dagger Ax=0$ for its eigenvectors.

## The test in a diagonalisation code

Suppose a code returns two Hermitian solutions $W_1,W_2$ at the same energy, with $W_1$ positive definite. The call `scipy.linalg.eigh(W2, W1)` solves $W_2x=tW_1x$. If all the values $t$ agree, the two matrices are proportional. If they differ, subtracting $tW_1$ for any one of them leaves a nonzero singular solution, and the definiteness hypothesis fails at that energy.

## The statements in Lean

`IsDefinite A` means that `A` or `-A` satisfies `PosDef`, which includes Hermiticity. In `finrank_le_one_of_definite`, `S` is a `Submodule ℝ` of complex matrices, so only real combinations are required to stay in it. The conclusion `Module.finrank ℝ S ≤ 1` bounds its real dimension. The finite index type `n` may be empty.

`liebOp K L U` is the left-hand side of Lieb's equation as a linear map on matrices, and its `eigenspace` at `E` is the space of all complex solutions. `lieb_solution_unique` assumes definiteness as `hdef`. It requires neither that $E$ be the lowest energy nor that the $U_x$ be positive; in the physical argument, those conditions serve to establish `hdef`. The bound also covers the case in which $E$ is not an eigenvalue and there is no nonzero solution.

```lean
import Mathlib

open Matrix
open scoped ComplexOrder

namespace LiebDefiniteSubspace

noncomputable section

variable {n ι : Type*} [Fintype n] [DecidableEq n] [Fintype ι]

/-- A matrix is definite if it is positive definite or negative definite. -/
def IsDefinite (A : Matrix n n ℂ) : Prop := A.PosDef ∨ (-A).PosDef

/-- The linear map `W ↦ K W + W K - ∑ U_x L_x W L_x` of Lieb's spin-reflection argument. -/
def liebOp (K : Matrix n n ℂ) (L : ι → Matrix n n ℂ) (U : ι → ℝ) :
    Module.End ℂ (Matrix n n ℂ) :=
  LinearMap.mulLeft ℂ K + LinearMap.mulRight ℂ K
    - ∑ x, (U x : ℂ) • (LinearMap.mulLeft ℂ (L x) ∘ₗ LinearMap.mulRight ℂ (L x))

omit [Fintype n] [DecidableEq n] in
/-- A definite matrix is Hermitian. -/
theorem IsDefinite.hermitian {A : Matrix n n ℂ} (hA : IsDefinite A) : A.IsHermitian := by
  rcases hA with h | h
  · exact h.isHermitian
  · simpa using h.isHermitian.neg

omit [DecidableEq n] in
/-- A definite matrix has a nonzero expectation value in every nonzero vector. -/
theorem IsDefinite.expectation_ne_zero {A : Matrix n n ℂ} (hA : IsDefinite A)
    {x : n → ℂ} (hx : x ≠ 0) : star x ⬝ᵥ A *ᵥ x ≠ 0 := by
  intro h0
  rcases hA with h | h
  · exact (h.dotProduct_mulVec_pos hx).ne' h0
  · have h1 := h.dotProduct_mulVec_pos hx
    rw [Matrix.neg_mulVec, dotProduct_neg, h0, neg_zero] at h1
    exact lt_irrefl _ h1

/-- For `A` definite and `B` Hermitian, both of size at least one, the generalised eigenvalue
problem `B x = t A x` has a solution with `t` real and `x` nonzero. -/
theorem exists_real_generalised_eigenvalue [Nonempty n] {A B : Matrix n n ℂ}
    (hA : IsDefinite A) (hB : B.IsHermitian) :
    ∃ (t : ℝ) (x : n → ℂ), x ≠ 0 ∧ B *ᵥ x = (t : ℂ) • (A *ᵥ x) := by
  have hdet : A.det ≠ 0 := by
    intro h0
    obtain ⟨v, hv, hv0⟩ := Matrix.exists_mulVec_eq_zero_iff.mpr h0
    exact hA.expectation_ne_zero hv (by rw [hv0, dotProduct_zero])
  -- an eigenvector of `A⁻¹ B` solves the generalised problem
  obtain ⟨μ, hμ⟩ := Module.End.exists_eigenvalue (Matrix.toLin' (A⁻¹ * B))
  obtain ⟨x, hx⟩ := hμ.exists_hasEigenvector
  have hx1 : (A⁻¹ * B) *ᵥ x = μ • x := by
    rw [← Matrix.toLin'_apply]
    exact hx.apply_eq_smul
  have hBx : B *ᵥ x = μ • (A *ᵥ x) := by
    rw [← Matrix.mulVec_smul, ← hx1, Matrix.mulVec_mulVec, ← mul_assoc,
      Matrix.mul_nonsing_inv _ (isUnit_iff_ne_zero.mpr hdet), one_mul]
  -- both expectation values are real, hence so is the eigenvalue
  have hreal : ∀ M : Matrix n n ℂ, M.IsHermitian →
      star (star x ⬝ᵥ M *ᵥ x) = star x ⬝ᵥ M *ᵥ x := by
    intro M hM
    rw [← Matrix.star_dotProduct, Matrix.star_mulVec, hM.eq, ← Matrix.dotProduct_mulVec]
  have h1 := hreal B hB
  rw [hBx, dotProduct_smul, smul_eq_mul, star_mul', hreal A hA.hermitian] at h1
  have h2 := mul_right_cancel₀ (hA.expectation_ne_zero hx.2) h1
  obtain ⟨t, ht⟩ := Complex.conj_eq_iff_real.mp h2
  exact ⟨t, x, hx.2, by rw [hBx, ht]⟩

/-- If `A` is definite, `B` is Hermitian and every nonzero `B - t A` with `t` real is definite,
then `B` is a real multiple of `A`. -/
theorem eq_real_smul_of_definite_pencil {A B : Matrix n n ℂ} (hA : IsDefinite A)
    (hB : B.IsHermitian)
    (h : ∀ t : ℝ, B - (t : ℂ) • A ≠ 0 → IsDefinite (B - (t : ℂ) • A)) :
    ∃ t : ℝ, B = (t : ℂ) • A := by
  rcases isEmpty_or_nonempty n with hn | hn
  · exact ⟨0, by ext i; exact isEmptyElim i⟩
  obtain ⟨t, x, hx, hBx⟩ := exists_real_generalised_eigenvalue hA hB
  refine ⟨t, ?_⟩
  by_contra hne
  -- `B - t A` annihilates `x`, so it cannot be definite
  refine (h t (sub_ne_zero.mpr hne)).expectation_ne_zero hx ?_
  rw [Matrix.sub_mulVec, Matrix.smul_mulVec, hBx, sub_self, dotProduct_zero]

/-- A real linear space of matrices in which every nonzero element is positive definite or
negative definite has dimension at most one. -/
theorem finrank_le_one_of_definite (S : Submodule ℝ (Matrix n n ℂ))
    (hS : ∀ A ∈ S, A ≠ 0 → IsDefinite A) : Module.finrank ℝ S ≤ 1 := by
  have hc : ∀ (t : ℝ) (A : Matrix n n ℂ), (t : ℂ) • A = t • A := by
    intro t A
    ext i j
    simp
  by_cases h : ∃ A ∈ S, A ≠ 0
  · obtain ⟨A, hA, hA0⟩ := h
    refine finrank_le_one (⟨A, hA⟩ : S) fun B => ?_
    by_cases hB0 : (B : Matrix n n ℂ) = 0
    · exact ⟨0, Subtype.ext (by simp [hB0])⟩
    obtain ⟨t, ht⟩ := eq_real_smul_of_definite_pencil (hS A hA hA0) (hS B B.2 hB0).hermitian
      (fun t => hS _ (by rw [hc]; exact S.sub_mem B.2 (S.smul_mem t hA)))
    exact ⟨t, Subtype.ext (by rw [ht, hc]; rfl)⟩
  · push Not at h
    exact finrank_le_one (0 : S) fun B => ⟨0, Subtype.ext (by simp [h B B.2])⟩

/-- A complex linear space of matrices that is closed under the adjoint, and whose nonzero
Hermitian elements are all definite, has complex dimension at most one. -/
theorem complex_finrank_le_one (V : Submodule ℂ (Matrix n n ℂ)) (hstar : ∀ W ∈ V, Wᴴ ∈ V)
    (hV : ∀ W ∈ V, W.IsHermitian → W ≠ 0 → IsDefinite W) : Module.finrank ℂ V ≤ 1 := by
  -- all Hermitian elements are real multiples of a single one
  obtain ⟨A, hA, key⟩ : ∃ A ∈ V, ∀ B ∈ V, B.IsHermitian → ∃ t : ℝ, B = (t : ℂ) • A := by
    by_cases h : ∃ A ∈ V, A.IsHermitian ∧ A ≠ 0
    · obtain ⟨A, hA, hAh, hA0⟩ := h
      refine ⟨A, hA, fun B hB hBh => eq_real_smul_of_definite_pencil (hV A hA hAh hA0) hBh
        fun t => hV _ (V.sub_mem hB (V.smul_mem _ hA)) ?_⟩
      change (B - (t : ℂ) • A)ᴴ = _
      rw [conjTranspose_sub, conjTranspose_smul, hBh.eq, hAh.eq, Complex.star_def,
        Complex.conj_ofReal]
    · push Not at h
      exact ⟨0, V.zero_mem, fun B hB hBh => ⟨0, by simp [h B hB hBh]⟩⟩
  refine finrank_le_one (⟨A, hA⟩ : V) fun W => ?_
  -- split `W` into its two Hermitian parts
  obtain ⟨s, hs⟩ := key (W.1 + W.1ᴴ) (V.add_mem W.2 (hstar _ W.2)) (by
    change (W.1 + W.1ᴴ)ᴴ = _
    rw [conjTranspose_add, conjTranspose_conjTranspose, add_comm])
  obtain ⟨t, ht⟩ := key (Complex.I • (W.1 - W.1ᴴ))
    (V.smul_mem _ (V.sub_mem W.2 (hstar _ W.2))) (by
      change (Complex.I • (W.1 - W.1ᴴ))ᴴ = _
      rw [conjTranspose_smul, conjTranspose_sub, conjTranspose_conjTranspose,
        Complex.star_def, Complex.conj_I]
      module)
  refine ⟨((s : ℂ) - Complex.I * t) / 2, Subtype.ext ?_⟩
  change (((s : ℂ) - Complex.I * t) / 2) • A = W.1
  ext i j
  have h1 := congrFun (congrFun hs i) j
  have h2 := congrFun (congrFun ht i) j
  simp only [Matrix.add_apply, Matrix.sub_apply, Matrix.smul_apply, smul_eq_mul] at h1 h2 ⊢
  linear_combination (-1 / 2) * h1 + (Complex.I / 2) * h2
    - (W.1 i j - W.1ᴴ i j) / 2 * Complex.I_sq

/-- For Hermitian `K` and `L_x` and real `U_x` and `E`, if every nonzero Hermitian solution of `K W
+ W K - ∑ U_x L_x W L_x = E W` is definite, then the space of all complex solutions has dimension at
most one. -/
theorem lieb_solution_unique (K : Matrix n n ℂ) (L : ι → Matrix n n ℂ) (U : ι → ℝ) (E : ℝ)
    (hK : K.IsHermitian) (hL : ∀ x, (L x).IsHermitian)
    (hdef : ∀ W ∈ (liebOp K L U).eigenspace (E : ℂ), W.IsHermitian → W ≠ 0 → IsDefinite W) :
    Module.finrank ℂ ((liebOp K L U).eigenspace (E : ℂ)) ≤ 1 := by
  refine complex_finrank_le_one _ (fun W hW => ?_) hdef
  rw [Module.End.mem_eigenspace_iff] at hW ⊢
  -- the map commutes with taking adjoints
  have h : liebOp K L U Wᴴ = (liebOp K L U W)ᴴ := by
    simp [liebOp, LinearMap.sum_apply, conjTranspose_sum, hK.eq, fun x => (hL x).eq,
      mul_assoc, add_comm]
  rw [h, hW, conjTranspose_smul, Complex.star_def, Complex.conj_ofReal]

omit [Fintype n] [DecidableEq n] in
/-- A nonzero real multiple of a positive definite matrix is definite. -/
theorem isDefinite_smul {A : Matrix n n ℂ} (hA : A.PosDef) {t : ℝ} (ht : t ≠ 0) :
    IsDefinite ((t : ℂ) • A) := by
  rcases lt_or_gt_of_ne ht with h | h
  · right
    have h1 : (0 : ℂ) < ((-t : ℝ) : ℂ) := by exact_mod_cast neg_pos.mpr h
    have h2 := hA.smul h1
    rwa [Complex.ofReal_neg, neg_smul] at h2
  · left
    have h1 : (0 : ℂ) < (t : ℂ) := by exact_mod_cast h
    exact hA.smul h1

/-- Two-site example with hopping amplitude `-1` and on-site coupling `3`: at `E = -4` the matrix
with rows `(2, 1)` and `(1, 2)` solves Lieb's equation, and every nonzero Hermitian solution
is definite. -/
theorem lieb_dimer_witness :
    let V := (liebOp !![0, -1; -1, 0] ![!![1, 0; 0, 0], !![0, 0; 0, 1]]
      (fun _ => 3)).eigenspace ((-4 : ℝ) : ℂ)
    !![2, 1; 1, 2] ∈ V ∧ ∀ W ∈ V, W.IsHermitian → W ≠ 0 → IsDefinite W := by
  intro V
  have hop : ∀ W : Matrix (Fin 2) (Fin 2) ℂ,
      liebOp !![0, -1; -1, 0] ![!![1, 0; 0, 0], !![0, 0; 0, 1]] (fun _ => 3) W
        = !![-(W 1 0 + W 0 1) - 3 * W 0 0, -(W 1 1 + W 0 0);
            -(W 0 0 + W 1 1), -(W 0 1 + W 1 0) - 3 * W 1 1] := by
    intro W
    ext i j
    fin_cases i <;> fin_cases j <;>
      simp [liebOp, Matrix.mul_apply, Matrix.vecMul, dotProduct, Fin.sum_univ_two] <;> ring
  refine ⟨?_, fun W hW hWh hW0 => ?_⟩
  · rw [Module.End.mem_eigenspace_iff, hop]
    ext i j
    fin_cases i <;> fin_cases j <;> norm_num
  rw [Module.End.mem_eigenspace_iff, hop] at hW
  have h00 : -(W 1 0 + W 0 1) - 3 * W 0 0 = ((-4 : ℝ) : ℂ) * W 0 0 :=
    congrFun (congrFun hW 0) 0
  have h01 : -(W 1 1 + W 0 0) = ((-4 : ℝ) : ℂ) * W 0 1 := congrFun (congrFun hW 0) 1
  have h10 : -(W 0 0 + W 1 1) = ((-4 : ℝ) : ℂ) * W 1 0 := congrFun (congrFun hW 1) 0
  have h11 : -(W 0 1 + W 1 0) - 3 * W 1 1 = ((-4 : ℝ) : ℂ) * W 1 1 :=
    congrFun (congrFun hW 1) 1
  push_cast at h00 h01 h10 h11
  have e10 : W 1 0 = W 0 1 := by linear_combination (h10 - h01) / 4
  have hr : star (W 0 1) = W 0 1 := (hWh.apply 1 0).trans e10
  obtain ⟨r, hr⟩ := Complex.conj_eq_iff_real.mp hr
  -- the solution is a real multiple of one positive definite matrix
  have hWr : W = (r : ℂ) • !![2, 1; 1, 2] := by
    ext i j
    fin_cases i <;> fin_cases j
    · change W 0 0 = (r : ℂ) * 2
      linear_combination h00 + e10 + 2 * hr
    · change W 0 1 = (r : ℂ) * 1
      linear_combination hr
    · change W 1 0 = (r : ℂ) * 1
      linear_combination e10 + hr
    · change W 1 1 = (r : ℂ) * 2
      linear_combination h11 + e10 + 2 * hr
  have hD : (!![2, 1; 1, 2] : Matrix (Fin 2) (Fin 2) ℂ).PosDef := by
    have h := (Matrix.PosDef.one (n := Fin 2) (R := ℂ)).add_posSemidef
      (Matrix.posSemidef_conjTranspose_mul_self (!![1, 1; 0, 0] : Matrix (Fin 2) (Fin 2) ℂ))
    convert h using 1
    ext i j
    fin_cases i <;> fin_cases j <;>
      simp [Matrix.mul_apply, Fin.sum_univ_two] <;> norm_num
  rw [hWr]
  refine isDefinite_smul hD fun h0 => hW0 ?_
  rw [hWr, h0, Complex.ofReal_zero, zero_smul]

/-- Every nonzero real combination `a σx + b σy + c σz` of the three Pauli matrices is Hermitian
and invertible. -/
theorem pauli_combination_invertible (a b c : ℝ) (h : ¬(a = 0 ∧ b = 0 ∧ c = 0)) :
    let M : Matrix (Fin 2) (Fin 2) ℂ :=
      !![(c : ℂ), a - b * Complex.I; a + b * Complex.I, -c]
    M.IsHermitian ∧ M.det ≠ 0 := by
  intro M
  constructor
  · ext i j
    fin_cases i <;> fin_cases j <;> simp [M, sub_eq_add_neg]
  · have hdet : M.det = ((-(a ^ 2 + b ^ 2 + c ^ 2) : ℝ) : ℂ) := by
      rw [Matrix.det_fin_two_of]
      push_cast
      linear_combination (b : ℂ) ^ 2 * Complex.I_sq
    rw [hdet, Complex.ofReal_ne_zero]
    intro h0
    have ha : a ^ 2 = 0 := by nlinarith [sq_nonneg a, sq_nonneg b, sq_nonneg c]
    have hb : b ^ 2 = 0 := by nlinarith [sq_nonneg a, sq_nonneg b, sq_nonneg c]
    have hc : c ^ 2 = 0 := by nlinarith [sq_nonneg a, sq_nonneg b, sq_nonneg c]
    exact h ⟨pow_eq_zero_iff two_ne_zero |>.mp ha, pow_eq_zero_iff two_ne_zero |>.mp hb,
      pow_eq_zero_iff two_ne_zero |>.mp hc⟩

end

end LiebDefiniteSubspace
```

```lean
#print axioms LiebDefiniteSubspace.finrank_le_one_of_definite
#print axioms LiebDefiniteSubspace.lieb_solution_unique
#print axioms LiebDefiniteSubspace.pauli_combination_invertible
```

```
'LiebDefiniteSubspace.finrank_le_one_of_definite' depends on axioms: [propext, Classical.choice, Quot.sound]
'LiebDefiniteSubspace.lieb_solution_unique' depends on axioms: [propext, Classical.choice, Quot.sound]
'LiebDefiniteSubspace.pauli_combination_invertible' depends on axioms: [propext, Classical.choice, Quot.sound]
```

## How the proof follows the derivation

`IsDefinite.expectation_ne_zero` treats the positive and negative cases separately. `exists_real_generalised_eigenvalue` first uses it to show `A.det ≠ 0`, then obtains the eigenvector of `A⁻¹ * B`. The local statement `hreal` says that Hermitian expectation values are real, and `mul_right_cancel₀` cancels the nonzero $x^\dagger Ax$ to show that $\mu$ equals its own conjugate.

`eq_real_smul_of_definite_pencil` assumes that $B-tA$ is nonzero and contradicts its definiteness with the kernel vector. Besides $A$ itself, only the nonzero combinations $B-tA$ have to be definite, so it serves both the real and the complex theorem. In each, `finrank_le_one` turns "every element is a multiple of this one" into the dimension bound.

In `complex_finrank_le_one`, `key` supplies the real multiples for the two Hermitian parts, and the final `linear_combination` recovers $W$ entry by entry. `lieb_solution_unique` then needs only the identity `h`, that `liebOp` commutes with the adjoint.

`lieb_dimer_witness` checks the hypothesis on two sites with one electron of each spin, hopping amplitude $-1$, attraction $3$ and $E=-4$. The four entries of the equation force a Hermitian solution to be a real multiple of

$$\begin{pmatrix}2&1\\1&2\end{pmatrix}=\mathbb 1+\begin{pmatrix}1&1\\1&1\end{pmatrix}.$$

This is positive definite, being the identity plus a matrix of the form $C^\dagger C$; `isDefinite_smul` covers its nonzero real multiples. The normalised state has amplitude $2/\sqrt{10}$ for each doubly occupied site and $1/\sqrt{10}$ for each configuration with the electrons apart.

`pauli_combination_invertible` computes the determinant above and uses that a sum of three real squares vanishes only when each of them does.
